# In a distance-based message-passing network, T layers see no further than T cutoffs

Cut a cluster out of a nanoparticle and run a message-passing potential on it: how large must the cluster be for its central atom to keep the feature it had in the whole particle? If messages pass only between atoms closer than a cutoff $r_c \ge 0$ and depend on geometry only through the distance between the two atoms, a radius of $T r_c$ is enough for $T$ layers.

In Lean 4 with Mathlib:

```lean
import Mathlib

open Finset

namespace MessagePassingLocality

noncomputable section

/-- A finite set of atomic positions with a species label; only labels at occupied positions
describe atoms. -/
structure Configuration (E S : Type*) where
  atoms : Finset E
  species : E → S

/-- A message-passing network: an initial embedding of the species, and for each layer a message
depending on two features and a distance, and an update of the feature by the summed messages. -/
structure Network (S F M : Type*) where
  embed : S → F
  message : ℕ → F → F → ℝ → M
  update : ℕ → F → M → F

variable {E S F M : Type*} [MetricSpace E] [AddCommMonoid M]

open Classical in
/-- The neighbours of `x`: the atoms other than `x` at distance less than `rc`. -/
def neighbours (rc : ℝ) (A : Configuration E S) (x : E) : Finset E :=
  A.atoms.filter (fun y => y ≠ x ∧ dist x y < rc)

/-- The feature at `x` after a given number of message-passing layers. -/
def feature (N : Network S F M) (rc : ℝ) (A : Configuration E S) : ℕ → E → F
  | 0, x => N.embed (A.species x)
  | t + 1, x => N.update t (feature N rc A t x)
      (∑ y ∈ neighbours rc A x,
        N.message t (feature N rc A t x) (feature N rc A t y) (dist x y))

/-- Two configurations coincide at a point: it is occupied in both or in neither, and if it is
occupied the species agree. -/
def SameAt (A B : Configuration E S) (y : E) : Prop :=
  (y ∈ A.atoms ↔ y ∈ B.atoms) ∧ (y ∈ A.atoms → A.species y = B.species y)

/-- Two configurations coincide at all points within distance `R` of `x`, inclusive. -/
def AgreeWithin (A B : Configuration E S) (x : E) (R : ℝ) : Prop :=
  ∀ y, dist y x ≤ R → SameAt A B y

/-- If two configurations coincide at the atom `x` and at all points strictly closer to it than
`T * rc`, then `x` has the same feature in both after `T` layers. -/
theorem feature_eq_of_open_ball (N : Network S F M) (rc : ℝ) (A B : Configuration E S) (T : ℕ) :
    ∀ x, x ∈ A.atoms → SameAt A B x → (∀ y, dist y x < T * rc → SameAt A B y) →
      feature N rc A T x = feature N rc B T x := by
  induction T with
  | zero =>
    intro x hx h _
    simp only [feature]
    rw [h.2 hx]
  | succ T ih =>
    intro x hx h hball
    push_cast at hball
    have hT : (0 : ℝ) ≤ T := Nat.cast_nonneg T
    -- the atom's own feature in the previous layer
    have hself : feature N rc A T x = feature N rc B T x := by
      refine ih x hx h (fun y hy => hball y ?_)
      have h0 : 0 ≤ dist y x := dist_nonneg
      have hrc : 0 < rc := by
        by_contra hneg
        have h1 : 0 ≤ -rc := by linarith [not_lt.mp hneg]
        nlinarith [mul_nonneg hT h1]
      nlinarith
    -- the configurations coincide wherever a neighbour can sit
    have near : ∀ y, dist x y < rc → SameAt A B y := by
      intro y hy
      have hrc : 0 < rc := lt_of_le_of_lt dist_nonneg hy
      apply hball
      rw [dist_comm]
      nlinarith [mul_nonneg hT hrc.le]
    have hnb : neighbours rc A x = neighbours rc B x := by
      ext y
      simp only [neighbours, Finset.mem_filter]
      constructor
      · rintro ⟨h1, h2, h3⟩
        exact ⟨(near y h3).1.1 h1, h2, h3⟩
      · rintro ⟨h1, h2, h3⟩
        exact ⟨(near y h3).1.2 h1, h2, h3⟩
    -- each neighbour sends the same message, by the triangle inequality
    have hmsg : ∀ y ∈ neighbours rc B x,
        N.message T (feature N rc B T x) (feature N rc A T y) (dist x y) =
          N.message T (feature N rc B T x) (feature N rc B T y) (dist x y) := by
      intro y hy
      simp only [neighbours, Finset.mem_filter] at hy
      obtain ⟨h1, _, h3⟩ := hy
      rw [ih y ((near y h3).1.2 h1) (near y h3) (fun z hz => hball z ?_)]
      have htri := dist_triangle z y x
      rw [dist_comm y x] at htri
      nlinarith
    simp only [feature]
    rw [hself, hnb, Finset.sum_congr rfl hmsg]

/-- For a cutoff `rc ≥ 0`, if two configurations coincide within distance `T * rc` of an atom `x`,
inclusive, then `x` has the same feature in both after `T` layers. -/
theorem feature_eq_of_agreeWithin (N : Network S F M) {rc : ℝ} (hrc : 0 ≤ rc)
    (A B : Configuration E S) (T : ℕ) {x : E} (hx : x ∈ A.atoms)
    (h : AgreeWithin A B x (T * rc)) : feature N rc A T x = feature N rc B T x := by
  refine feature_eq_of_open_ball N rc A B T x hx (h x ?_) (fun y hy => h y hy.le)
  rw [dist_self]
  exact mul_nonneg (Nat.cast_nonneg T) hrc

open Classical in
/-- The cluster of all atoms within distance `R` of `x`, inclusive. -/
def cluster (A : Configuration E S) (x : E) (R : ℝ) : Configuration E S :=
  ⟨A.atoms.filter (fun y => dist y x ≤ R), A.species⟩

/-- For a cutoff `rc ≥ 0`, the feature of an atom after `T` layers can be computed from the cluster
of radius `T * rc` around it. -/
theorem feature_cluster (N : Network S F M) {rc : ℝ} (hrc : 0 ≤ rc)
    (A : Configuration E S) (T : ℕ) {x : E} (hx : x ∈ A.atoms) :
    feature N rc (cluster A x (T * rc)) T x = feature N rc A T x := by
  symm
  apply feature_eq_of_agreeWithin N hrc A _ T hx
  intro y hy
  refine ⟨?_, fun _ => rfl⟩
  simp only [cluster, Finset.mem_filter]
  exact ⟨fun h => ⟨h, hy⟩, fun h => h.1⟩

/-- The network that starts from a numerical species label and in each layer adds the features of
the neighbours to that of the atom. -/
def counting : Network ℕ ℕ ℕ := ⟨id, fun _ _ h _ => h, fun _ h m => h + m⟩

/-- A linear chain of atoms at `0, d, ..., T * d`, with species `s` at `T * d` and species `0`
elsewhere. -/
def chain (d : ℝ) (T s : ℕ) : Configuration ℝ ℕ :=
  ⟨(Finset.range (T + 1)).image (fun k : ℕ => (k : ℝ) * d),
    fun x => if x = T * d then s else 0⟩

/-- In the chain whose atoms all have species `0`, every feature of the counting network is zero. -/
theorem feature_chain_zero (rc d : ℝ) (T t : ℕ) :
    ∀ x, feature counting rc (chain d T 0) t x = 0 := by
  induction t with
  | zero => intro x; simp [feature, counting, chain]
  | succ t ih =>
    intro x
    change feature counting rc (chain d T 0) t x +
      ∑ y ∈ neighbours rc (chain d T 0) x, feature counting rc (chain d T 0) t y = 0
    simp [ih]

/-- For a spacing `0 < d < rc` and species `1` at the end `T * d` of the chain, the counting network
gives the atom `t` places from that end a positive feature after `t` layers. -/
theorem feature_chain_pos {rc d : ℝ} (hd : 0 < d) (hdr : d < rc) (T t : ℕ) :
    ∀ k : ℕ, k + t = T → 0 < feature counting rc (chain d T 1) t ((k : ℝ) * d) := by
  induction t with
  | zero =>
    intro k hk
    obtain rfl : k = T := by omega
    simp [feature, counting, chain]
  | succ t ih =>
    intro k hk
    have hpos := ih (k + 1) (by omega)
    -- the next atom along the chain is a neighbour
    have hmem : ((k + 1 : ℕ) : ℝ) * d ∈ neighbours rc (chain d T 1) ((k : ℝ) * d) := by
      simp only [neighbours, Finset.mem_filter]
      refine ⟨Finset.mem_image.2 ⟨k + 1, Finset.mem_range.2 (by omega), rfl⟩, ?_, ?_⟩
      · push_cast
        intro h
        nlinarith
      · rw [Real.dist_eq]
        push_cast
        rw [show (k : ℝ) * d - (k + 1) * d = -d by ring, abs_neg, abs_of_pos hd]
        exact hdr
    have hle : feature counting rc (chain d T 1) t (((k + 1 : ℕ) : ℝ) * d) ≤
        ∑ y ∈ neighbours rc (chain d T 1) ((k : ℝ) * d),
          feature counting rc (chain d T 1) t y :=
      Finset.single_le_sum (f := fun y => feature counting rc (chain d T 1) t y)
        (fun _ _ => Nat.zero_le _) hmem
    change 0 < feature counting rc (chain d T 1) t ((k : ℝ) * d) +
      ∑ y ∈ neighbours rc (chain d T 1) ((k : ℝ) * d), feature counting rc (chain d T 1) t y
    exact Nat.add_pos_right _ (lt_of_lt_of_le hpos hle)

/-- For `rc > 0` no radius `R < T * rc` suffices: two chains with an atom at the origin coincide
within `R` of it, yet the counting network gives that atom different features after `T` layers. -/
theorem radius_sharp {rc R : ℝ} (hrc : 0 < rc) (T : ℕ) (hR : R < T * rc) :
    ∃ d : ℝ, 0 < d ∧ d < rc ∧ (0 : ℝ) ∈ (chain d T 0).atoms ∧
      AgreeWithin (chain d T 0) (chain d T 1) 0 R ∧
      feature counting rc (chain d T 0) T 0 ≠ feature counting rc (chain d T 1) T 0 := by
  -- choose a spacing below the cutoff that puts the last atom beyond `R`
  have hex : ∃ d : ℝ, 0 < d ∧ d < rc ∧ R < T * d := by
    rcases Nat.eq_zero_or_pos T with h0 | hT
    · subst h0
      exact ⟨rc / 2, by linarith, by linarith, by simpa using hR⟩
    · have hT' : (0 : ℝ) < T := Nat.cast_pos.2 hT
      obtain ⟨d, h1, h2⟩ := exists_between (max_lt hrc ((div_lt_iff₀' hT').2 hR))
      exact ⟨d, lt_of_le_of_lt (le_max_left _ _) h1, h2,
        (div_lt_iff₀' hT').1 (lt_of_le_of_lt (le_max_right _ _) h1)⟩
  obtain ⟨d, hd, hdr, hRd⟩ := hex
  refine ⟨d, hd, hdr, ?_, ?_, ?_⟩
  · exact Finset.mem_image.2 ⟨0, Finset.mem_range.2 (by omega), by simp⟩
  · intro y hy
    have hne : y ≠ T * d := by
      intro h
      rw [Real.dist_eq, sub_zero] at hy
      linarith [le_abs_self y]
    exact ⟨Iff.rfl, fun _ => by simp [chain, hne]⟩
  · have hpos := feature_chain_pos hd hdr T T 0 (by omega)
    rw [Nat.cast_zero, zero_mul] at hpos
    rw [feature_chain_zero]
    exact hpos.ne

end

end MessagePassingLocality
```

```lean
#print axioms MessagePassingLocality.feature_eq_of_agreeWithin
#print axioms MessagePassingLocality.feature_cluster
#print axioms MessagePassingLocality.radius_sharp
```

```
'MessagePassingLocality.feature_eq_of_agreeWithin' depends on axioms: [propext, Classical.choice, Quot.sound]
'MessagePassingLocality.feature_cluster' depends on axioms: [propext, Classical.choice, Quot.sound]
'MessagePassingLocality.radius_sharp' depends on axioms: [propext, Classical.choice, Quot.sound]
```

## Atoms, messages and coinciding surroundings

A `Configuration` is a finite set of occupied points in a metric space `E`, with a species label at each. Atoms are identified by position, so two configurations are compared in place, without rotation or translation. The neighbours of $x$ are the other atoms $y$ with $d(x,y) < r_c$; call this set $N(x)$. The feature $h_x^{(t)}$ after $t$ layers starts as an embedding of the species and evolves by

$$h_x^{(t+1)} = u_t\Big(h_x^{(t)},\ \sum_{y\in N(x)} m_t\big(h_x^{(t)},h_y^{(t)},d(x,y)\big)\Big).$$

The maps $m_t$ and $u_t$ (`message` and `update`) are arbitrary and may differ between layers; messages need only an associative and commutative addition with a zero.

`SameAt A B y` says that $y$ is occupied in both configurations or in neither, and that the species agree if it is occupied. `AgreeWithin A B x R` asks this of every point with $d(y,x) \le R$, so an extra atom in `B` inside that ball counts as a difference.

`feature_eq_of_agreeWithin` states that if $x$ is an atom of `A` and the configurations coincide within $T r_c$ of it, its features after $T$ layers are equal. `feature_cluster` applies this to the cut-out cluster, and `radius_sharp` shows that for $r_c>0$ no smaller radius works for all networks and configurations.

The model has no periodic images, direction-dependent messages or global terms such as long-range electrostatics.

## One cutoff per layer

The induction in `feature_eq_of_open_ball` assumes slightly less: coincidence at $x$ itself and at all points with $d(y,x) < T r_c$. For $T=0$, equal species give equal embeddings.

Suppose the statement holds for $T$ layers and every atom, and let the configurations coincide at $x$ and wherever $d(y,x) < (T+1)r_c$. If $r_c \le 0$, there are no neighbours and the ball of radius $T r_c$ is empty, so only the atom's own feature matters, and the induction hypothesis covers it. For $r_c>0$ there are three checks:

- The ball of radius $T r_c$ around $x$ lies in the larger one, so $h_x^{(T)}$ agrees (`hself`).
- Neighbours sit at distances below $r_c \le (T+1)r_c$, where the configurations coincide (`near`), so the neighbour sets agree (`hnb`).
- If $y$ is a neighbour and $d(z,y) < T r_c$, then
$$d(z,x) \le d(z,y)+d(y,x) < T r_c + r_c = (T+1)r_c .$$
The induction hypothesis therefore applies at $y$, and its message agrees (`hmsg`).

Equal sums enter the same update, so $h_x^{(T+1)}$ agrees. The inclusive version follows because $r_c\ge 0$ puts $x$ in its own ball. The cluster has the same atoms and species as the original throughout that ball.

## A chain that uses the full range

Given $R < T r_c$, choose $d$ with $0<d<r_c$ and $Td>R$: for $T\ge1$, take $\max(0,R/T)<d<r_c$; for $T=0$, where $R<0$, take $d=r_c/2$. Place atoms at $0,d,\dots,Td$. Two such chains differ only in the last label, $0$ or $1$, which lies beyond $R$ from the origin.

The network `counting` adds neighbours' features to an atom's own. With all labels $0$, every feature stays $0$. With last label $1$, the atom at $kd$ has a positive feature after $t$ layers whenever $k+t=T$: this holds at $t=0$, and each further layer passes a positive term to the next atom inward, with nothing negative to cancel it. At $k=0$, $t=T$, the origin's features differ.

## Halo width in a parallel run

In a spatially decomposed simulation of a finite system with such a network, a process that computes all $T$ layers without communication can import every atom within $T r_c$ of those it owns. Features near the halo's outer edge may be wrong, but those of the owned atoms are right, up to rounding. If processes exchange features after every layer, a halo of width $r_c$ is enough for the features. Forces take a further step: if the energy is a sum of terms that each depend on one atom's final feature, the force on an owned atom can also have contributions from terms that belong to other processes, and these must be included.

The same triangle-inequality argument handles a cutoff that changes from layer to layer: the sufficient radius becomes the sum of the cutoffs.
